# For positive counts and bias factors, the maximum WHAM log-likelihood, with weight-independent terms dropped, equals ∑ H ln H minus the minimum of the free-energy objective

Take one biased simulation and two bins, with counts $H_1,H_2$, $N=H_1+H_2$ samples and bias factors $c_1,c_2$. Up to a constant, the log-likelihood of the unbiased bin weights $p$ is
$$H_1\ln p_1+H_2\ln p_2-N\ln(c_1p_1+c_2p_2).$$
It is largest when $c_bp_b\propto H_b$, where its value is $\sum_b H_b\ln H_b-\sum_b H_b\ln(Nc_b)$. The last sum is also what $\sum_b H_b\ln(Nc_be^{f})-Nf$ gives, whatever the free energy $f$.

With several simulations, I expect the same relation between maximizing over bin weights and minimizing over free energies $f_k$. Can this be made rigorous and machine-checked, including the existence of both optima?

## Two bounds that meet at the maximum

Yes, provided that every bin has a positive count. Let $b$ label bins and $k$ simulations. Here $H_b$ is the count in bin $b$ pooled over all simulations, $N_k$ is the number of samples of simulation $k$, and $c_{kb}$ is its bias factor in bin $b$. All $H_b$, $N_k$ and $c_{kb}$ are positive, and $\sum_b H_b=\sum_k N_k$. Define
$$Z_k(p)=\sum_b c_{kb}p_b,\qquad D_b(f)=\sum_k N_kc_{kb}e^{f_k},\qquad C=\sum_b H_b\ln H_b,$$
$$L(p)=\sum_b H_b\ln p_b-\sum_k N_k\ln Z_k(p),\qquad A(f)=\sum_b H_b\ln D_b(f)-\sum_k N_kf_k.$$

Expanding the logarithms on the right-hand side gives, for every positive $p$ and real $f$,
$$L(p)=C-A(f)+\sum_b H_b\ln\frac{p_bD_b(f)}{H_b}-\sum_k N_k\ln\big(e^{f_k}Z_k(p)\big).\tag{1}$$
Exchanging the order of summation gives
$$\sum_b p_bD_b(f)=\sum_k N_ke^{f_k}Z_k(p).\tag{2}$$
One inequality is needed: if $w_a,x_a>0$ and $\sum_a w_ax_a=\sum_a w_a$, then $\ln x\le x-1$ yields $\sum_a w_a\ln x_a\le\sum_a w_a(x_a-1)=0$.

**From weights to free energies.** Given $p$, set $f_k=-\ln Z_k(p)$. Then $e^{f_k}Z_k=1$, and the last sum in (1) vanishes. By (2), the numbers $x_b=p_bD_b/H_b$ satisfy $\sum_b H_bx_b=\sum_k N_k=\sum_b H_b$, so the other sum is at most zero. Hence $L(p)\le C-A(f)$ for this $f$.

**From free energies to weights.** Given $f$, set $p_b=H_b/D_b(f)$. Now the first logarithmic sum in (1) vanishes. By (2), the numbers $x_k=e^{f_k}Z_k$ satisfy $\sum_k N_kx_k=\sum_b H_b=\sum_k N_k$, so the second sum is at most zero. It enters with a minus sign, hence $L(p)\ge C-A(f)$.

**Existence.** Because the totals agree, dividing $p$ by a positive number leaves $L$ unchanged, so normalized weights suffice. On the simplex $p_b\ge0$, $\sum_b p_b=1$, every $Z_k$ is positive, and
$$e^{L(p)}=\frac{\prod_b p_b^{H_b}}{\prod_k Z_k(p)^{N_k}}$$
extends continuously to the boundary. Compactness gives a maximizer. The product vanishes if any $p_b=0$ but is positive at uniform weights, so the maximizer $p^*$ has only positive entries.

**Combination.** Let $f^*_k=-\ln Z_k(p^*)$. For any $g$, with $p_b(g)=H_b/D_b(g)$,
$$C-A(g)\le L(p(g))\le L(p^*)\le C-A(f^*).$$
Thus $f^*$ minimizes $A$. Taking $g=f^*$ turns the chain into equalities, so $\max L=C-\min A$.

## Two simulations with numbers

Let $H=(3,3)$ and $N=(3,3)$, with bias factors $(1,1)$ in the first simulation and $(1,4)$ in the second. The weights $p=(2/3,1/3)$ give $Z=(1,2)$, hence $f=(0,-\ln2)$ and $D=(9/2,9)$. Dividing $H$ by $D$ returns $p$, so $f_k=-\ln Z_k(p)$ and $p_b=H_b/D_b(f)$ hold together. These are the two formulas of the weighted histogram analysis method (WHAM). The values are
$$L=3\ln\tfrac19=-6\ln3,\qquad A=3\ln81=12\ln3,\qquad C=6\ln3,$$
and indeed $C-A=L$. The trial $f=(0,0)$ gives $C-A=3\ln\tfrac1{10}$, which is lower. No trial can give a higher value: $A$ is convex in $f$, and its gradient vanishes where the two formulas hold together, so $f=(0,-\ln2)$ minimizes $A$. This convexity argument is not part of the Lean proof.

## What the Lean statement says

The finite types `ι` and `κ` index bins and simulations; both are nonempty in `wham_duality`. The functions `partitionFn`, `mixture`, `logLik` and `dualObjective` are $Z$, $D$, $L$ and $A$. `freeEnergy` and `binWeight` are the two WHAM formulas.

The theorem provides a real number `m` with two properties. `IsLeast` says that `m` is a value of $A$ and a lower bound for all its values. `IsGreatest` says that $C-m$ is a value of $L$ at some positive $p$ and an upper bound over all positive $p$. The weights need not be normalized.

Physically, $c_{kb}=e^{-\beta w_k(b)}$ for a bias energy $w_k(b)$ at inverse temperature $\beta$, so positivity means finite bias energies, and the $f_k$ are reduced free energies, measured in units of $1/\beta$. The condition `hsum` says that the bin counts add up to the total number of samples, as they do when every sample is counted in exactly one bin. `hH` excludes empty bins. The counts may be any positive reals. The form of $L$ presupposes independent samples and a bias that is constant within each bin; the file starts from that likelihood and does not derive it. Uniqueness and the convergence of WHAM iterations are not treated.

For simulation practice, this means that in the finite, fully visited model one may optimize over free energies instead of bin weights and convert the result explicitly. Giving each pooled sample its own bin, with $H_b=1$, yields the objective of the multistate Bennett acceptance ratio (MBAR) and $C=0$.

```lean
import Mathlib

open Finset

namespace WhamDuality

noncomputable section

variable {ι κ : Type*} [Fintype ι] [Fintype κ]

/-- The partition function `Z_k(p) = ∑_b c_kb p_b` of biased simulation `k`. -/
def partitionFn (c : κ → ι → ℝ) (p : ι → ℝ) (k : κ) : ℝ := ∑ b, c k b * p b

/-- The WHAM denominator `D_b(f) = ∑_k N_k c_kb exp(f_k)` of bin `b`. -/
def mixture (N : κ → ℝ) (c : κ → ι → ℝ) (f : κ → ℝ) (b : ι) : ℝ :=
  ∑ k, N k * c k b * Real.exp (f k)

/-- The log-likelihood of the unbiased bin weights `p`, up to a constant. -/
def logLik (H : ι → ℝ) (N : κ → ℝ) (c : κ → ι → ℝ) (p : ι → ℝ) : ℝ :=
  ∑ b, H b * Real.log (p b) - ∑ k, N k * Real.log (partitionFn c p k)

/-- The likelihood in product form, up to a constant factor. It also makes sense when some, but not
all, bin weights are zero. -/
def likelihood (H : ι → ℝ) (N : κ → ℝ) (c : κ → ι → ℝ) (p : ι → ℝ) : ℝ :=
  (∏ b, p b ^ H b) / ∏ k, partitionFn c p k ^ N k

/-- The objective `∑_b H_b ln D_b(f) - ∑_k N_k f_k` for the free energies `f`. -/
def dualObjective (H : ι → ℝ) (N : κ → ℝ) (c : κ → ι → ℝ) (f : κ → ℝ) : ℝ :=
  ∑ b, H b * Real.log (mixture N c f b) - ∑ k, N k * f k

/-- The reduced free energy `f_k = -ln Z_k(p)` of simulation `k`. -/
def freeEnergy (c : κ → ι → ℝ) (p : ι → ℝ) (k : κ) : ℝ := -Real.log (partitionFn c p k)

/-- The bin weights `p_b = H_b / D_b(f)` obtained from the free energies `f`. -/
def binWeight (H : ι → ℝ) (N : κ → ℝ) (c : κ → ι → ℝ) (f : κ → ℝ) (b : ι) : ℝ :=
  H b / mixture N c f b

variable {H : ι → ℝ} {N : κ → ℝ} {c : κ → ι → ℝ}

omit [Fintype κ] in
/-- Positive bin weights give every simulation a positive partition function. -/
lemma partitionFn_pos [Nonempty ι] (hc : ∀ k b, 0 < c k b) {p : ι → ℝ}
    (hp : ∀ b, 0 < p b) (k : κ) : 0 < partitionFn c p k :=
  Finset.sum_pos (fun b _ => mul_pos (hc k b) (hp b)) Finset.univ_nonempty

omit [Fintype ι] in
/-- The WHAM denominator of every bin is positive. -/
lemma mixture_pos [Nonempty κ] (hN : ∀ k, 0 < N k) (hc : ∀ k b, 0 < c k b)
    (f : κ → ℝ) (b : ι) : 0 < mixture N c f b :=
  Finset.sum_pos (fun k _ => mul_pos (mul_pos (hN k) (hc k b)) (Real.exp_pos _))
    Finset.univ_nonempty

/-- If positive numbers have weighted mean one, their weighted mean logarithm is at most zero. -/
theorem sum_mul_log_nonpos {α : Type*} [Fintype α] (w x : α → ℝ) (hw : ∀ a, 0 < w a)
    (hx : ∀ a, 0 < x a) (h : ∑ a, w a * x a = ∑ a, w a) :
    ∑ a, w a * Real.log (x a) ≤ 0 := by
  calc ∑ a, w a * Real.log (x a) ≤ ∑ a, (w a * x a - w a) :=
        Finset.sum_le_sum fun a _ => by
          nlinarith [mul_le_mul_of_nonneg_left (Real.log_le_sub_one_of_pos (hx a)) (hw a).le]
    _ = 0 := by rw [Finset.sum_sub_distrib, h, sub_self]

/-- Summing over bins or over simulations first gives the same total weight. -/
lemma sum_exchange (p : ι → ℝ) (f : κ → ℝ) :
    ∑ b, p b * mixture N c f b = ∑ k, N k * (Real.exp (f k) * partitionFn c p k) := by
  simp only [mixture, partitionFn, Finset.mul_sum]
  rw [Finset.sum_comm]
  exact Finset.sum_congr rfl fun k _ => Finset.sum_congr rfl fun b _ => by ring

/-- The log-likelihood at `p` and the objective at `f` add up to `∑ H ln H`, apart from two
explicit logarithmic sums. -/
theorem logLik_eq [Nonempty ι] [Nonempty κ] (hH : ∀ b, 0 < H b) (hN : ∀ k, 0 < N k)
    (hc : ∀ k b, 0 < c k b) {p : ι → ℝ} (hp : ∀ b, 0 < p b) (f : κ → ℝ) :
    logLik H N c p = ∑ b, H b * Real.log (H b) - dualObjective H N c f
      + ∑ b, H b * Real.log (p b * mixture N c f b / H b)
      - ∑ k, N k * Real.log (Real.exp (f k) * partitionFn c p k) := by
  have h1 : ∀ b, H b * Real.log (p b * mixture N c f b / H b)
      = H b * Real.log (p b) + H b * Real.log (mixture N c f b) - H b * Real.log (H b) := by
    intro b
    have hD := mixture_pos hN hc f b
    rw [Real.log_div (mul_pos (hp b) hD).ne' (hH b).ne', Real.log_mul (hp b).ne' hD.ne']
    ring
  have h2 : ∀ k, N k * Real.log (Real.exp (f k) * partitionFn c p k)
      = N k * f k + N k * Real.log (partitionFn c p k) := by
    intro k
    rw [Real.log_mul (Real.exp_pos _).ne' (partitionFn_pos hc hp k).ne', Real.log_exp]
    ring
  simp only [logLik, dualObjective, h1, h2, Finset.sum_add_distrib, Finset.sum_sub_distrib]
  ring

/-- The log-likelihood of `p` is at most `∑ H ln H` minus the objective at the free energies
of `p`. -/
theorem logLik_le [Nonempty ι] [Nonempty κ] (hH : ∀ b, 0 < H b) (hN : ∀ k, 0 < N k)
    (hc : ∀ k b, 0 < c k b) (hsum : ∑ b, H b = ∑ k, N k) {p : ι → ℝ} (hp : ∀ b, 0 < p b) :
    logLik H N c p ≤ ∑ b, H b * Real.log (H b) - dualObjective H N c (freeEnergy c p) := by
  have hz : ∀ k, Real.exp (freeEnergy c p k) * partitionFn c p k = 1 := by
    intro k
    have hZ := partitionFn_pos hc hp k
    rw [freeEnergy, Real.exp_neg, Real.exp_log hZ, inv_mul_cancel₀ hZ.ne']
  have hcancel : ∀ a x : ℝ, a ≠ 0 → a * (x / a) = x := by
    intro a x ha
    field_simp
  have h1 := sum_mul_log_nonpos H (fun b => p b * mixture N c (freeEnergy c p) b / H b) hH
    (fun b => div_pos (mul_pos (hp b) (mixture_pos hN hc _ b)) (hH b)) (by
      calc ∑ b, H b * (p b * mixture N c (freeEnergy c p) b / H b)
          = ∑ b, p b * mixture N c (freeEnergy c p) b :=
            Finset.sum_congr rfl fun b _ => hcancel _ _ (hH b).ne'
        _ = ∑ b, H b := by
            rw [sum_exchange, hsum]
            simp only [hz, mul_one])
  rw [logLik_eq hH hN hc hp (freeEnergy c p)]
  simp only [hz, Real.log_one, mul_zero, Finset.sum_const_zero]
  linarith

/-- The bin weights built from any `f` have log-likelihood at least `∑ H ln H` minus the
objective at `f`. -/
theorem le_logLik [Nonempty ι] [Nonempty κ] (hH : ∀ b, 0 < H b) (hN : ∀ k, 0 < N k)
    (hc : ∀ k b, 0 < c k b) (hsum : ∑ b, H b = ∑ k, N k) (f : κ → ℝ) :
    ∑ b, H b * Real.log (H b) - dualObjective H N c f ≤ logLik H N c (binWeight H N c f) := by
  have hp : ∀ b, 0 < binWeight H N c f b := fun b => div_pos (hH b) (mixture_pos hN hc f b)
  have hD : ∀ b, binWeight H N c f b * mixture N c f b = H b := fun b =>
    div_mul_cancel₀ _ (mixture_pos hN hc f b).ne'
  have h2 := sum_mul_log_nonpos N
    (fun k => Real.exp (f k) * partitionFn c (binWeight H N c f) k) hN
    (fun k => mul_pos (Real.exp_pos _) (partitionFn_pos hc hp k)) (by
      rw [← sum_exchange, ← hsum]
      simp only [hD])
  have h1 : ∀ b, H b / H b = 1 := fun b => div_self (hH b).ne'
  rw [logLik_eq hH hN hc hp f]
  simp only [hD, h1, Real.log_one, mul_zero, Finset.sum_const_zero]
  linarith

/-- Rescaling all bin weights by a common positive factor leaves the log-likelihood unchanged. -/
theorem logLik_scale [Nonempty ι] (hc : ∀ k b, 0 < c k b) (hsum : ∑ b, H b = ∑ k, N k)
    {q : ι → ℝ} (hq : ∀ b, 0 < q b) {s : ℝ} (hs : 0 < s) :
    logLik H N c (fun b => q b / s) = logLik H N c q := by
  have h1 : ∀ b, H b * Real.log (q b / s) = H b * Real.log (q b) - H b * Real.log s := by
    intro b
    rw [Real.log_div (hq b).ne' hs.ne', mul_sub]
  have h2 : ∀ k, N k * Real.log (partitionFn c (fun b => q b / s) k)
      = N k * Real.log (partitionFn c q k) - N k * Real.log s := by
    intro k
    have h : partitionFn c (fun b => q b / s) k = partitionFn c q k / s := by
      simp only [partitionFn, Finset.sum_div, mul_div_assoc]
    rw [h, Real.log_div (partitionFn_pos hc hq k).ne' hs.ne', mul_sub]
  simp only [logLik, h1, h2, Finset.sum_sub_distrib, ← Finset.sum_mul, hsum]
  ring

/-- For positive bin weights the product form is the exponential of the log-likelihood. -/
lemma likelihood_eq_exp [Nonempty ι] (hc : ∀ k b, 0 < c k b) {p : ι → ℝ}
    (hp : ∀ b, 0 < p b) : likelihood H N c p = Real.exp (logLik H N c p) := by
  rw [logLik, Real.exp_sub, Real.exp_sum, Real.exp_sum, likelihood]
  congr 1
  · exact Finset.prod_congr rfl fun b _ => by rw [Real.rpow_def_of_pos (hp b), mul_comm]
  · exact Finset.prod_congr rfl fun k _ => by
      rw [Real.rpow_def_of_pos (partitionFn_pos hc hp k), mul_comm]

/-- The log-likelihood attains a maximum over positive bin weights. -/
theorem exists_maximizer [Nonempty ι] (hH : ∀ b, 0 < H b) (hN : ∀ k, 0 < N k)
    (hc : ∀ k b, 0 < c k b) (hsum : ∑ b, H b = ∑ k, N k) :
    ∃ p : ι → ℝ, (∀ b, 0 < p b) ∧
      ∀ q : ι → ℝ, (∀ b, 0 < q b) → logLik H N c q ≤ logLik H N c p := by
  have hZ : ∀ p ∈ stdSimplex ℝ ι, ∀ k, 0 < partitionFn c p k := by
    intro p hp k
    have hp0 : ∀ b, 0 ≤ p b := hp.1
    have hp1 : ∑ b, p b = 1 := hp.2
    obtain ⟨b, hb⟩ : ∃ b, 0 < p b := by
      by_contra h
      have h0 : ∑ b, p b ≤ 0 :=
        Finset.sum_nonpos fun b _ => le_of_not_gt fun hb => h ⟨b, hb⟩
      linarith
    exact Finset.sum_pos' (fun a _ => mul_nonneg (hc k a).le (hp0 a))
      ⟨b, Finset.mem_univ b, mul_pos (hc k b) hb⟩
  have hZc : ∀ k, Continuous fun p : ι → ℝ => partitionFn c p k := fun k =>
    continuous_finsetSum _ fun b _ => continuous_const.mul (continuous_apply b)
  -- the product form is continuous on the whole simplex, boundary included
  have hcont : ContinuousOn (likelihood H N c) (stdSimplex ℝ ι) := by
    refine ContinuousOn.div (Continuous.continuousOn ?_) (Continuous.continuousOn ?_) ?_
    · exact continuous_finsetProd _ fun b _ =>
        (continuous_apply b).rpow_const fun _ => Or.inr (hH b).le
    · exact continuous_finsetProd _ fun k _ =>
        (hZc k).rpow_const fun _ => Or.inr (hN k).le
    · exact fun p hp => (Finset.prod_pos fun k _ => Real.rpow_pos_of_pos (hZ p hp k) _).ne'
  have hs : ∀ q : ι → ℝ, (∀ b, 0 < q b) → 0 < ∑ a, q a := fun q hq =>
    Finset.sum_pos (fun a _ => hq a) Finset.univ_nonempty
  have hmem : ∀ q : ι → ℝ, (∀ b, 0 < q b) → (fun b => q b / ∑ a, q a) ∈ stdSimplex ℝ ι := by
    intro q hq
    refine ⟨fun b => (div_pos (hq b) (hs q hq)).le, ?_⟩
    rw [← Finset.sum_div, div_self (hs q hq).ne']
  have hcomp : IsCompact (stdSimplex ℝ ι) := by
    first
      | exact isCompact_stdSimplex ι
      | exact isCompact_stdSimplex ℝ ι
  obtain ⟨p, hpS, hmax⟩ := hcomp.exists_isMaxOn ⟨_, hmem (fun _ => 1) fun _ => one_pos⟩ hcont
  have hle : ∀ q : ι → ℝ, (∀ b, 0 < q b) →
      Real.exp (logLik H N c q) ≤ likelihood H N c p := by
    intro q hq
    rw [← logLik_scale hc hsum hq (hs q hq),
      ← likelihood_eq_exp hc fun b => div_pos (hq b) (hs q hq)]
    exact hmax (hmem q hq)
  -- a bin weight equal to zero would make the likelihood vanish
  have hp : ∀ b, 0 < p b := by
    intro b
    refine lt_of_le_of_ne (hpS.1 b) fun h => ?_
    have h0 : likelihood H N c p = 0 := by
      rw [likelihood, Finset.prod_eq_zero (Finset.mem_univ b)
        (by rw [← h, Real.zero_rpow (hH b).ne']), zero_div]
    have h1 := hle (fun _ => 1) fun _ => one_pos
    rw [h0] at h1
    exact absurd h1 (not_le_of_gt (Real.exp_pos _))
  refine ⟨p, hp, fun q hq => ?_⟩
  have h := hle q hq
  rw [likelihood_eq_exp hc hp] at h
  exact Real.exp_le_exp.mp h

/-- The free energies of maximum-likelihood bin weights minimize the objective. -/
theorem freeEnergy_minimizes [Nonempty ι] [Nonempty κ] (hH : ∀ b, 0 < H b)
    (hN : ∀ k, 0 < N k) (hc : ∀ k b, 0 < c k b) (hsum : ∑ b, H b = ∑ k, N k)
    {p : ι → ℝ} (hp : ∀ b, 0 < p b)
    (hmax : ∀ q : ι → ℝ, (∀ b, 0 < q b) → logLik H N c q ≤ logLik H N c p) (g : κ → ℝ) :
    dualObjective H N c (freeEnergy c p) ≤ dualObjective H N c g := by
  have h1 := le_logLik hH hN hc hsum g
  have h2 := hmax (binWeight H N c g) fun b => div_pos (hH b) (mixture_pos hN hc g b)
  have h3 := logLik_le hH hN hc hsum hp
  linarith

/-- The bin weights built from minimizing free energies have the largest log-likelihood among all
positive bin weights. -/
theorem binWeight_maximizes [Nonempty ι] [Nonempty κ] (hH : ∀ b, 0 < H b)
    (hN : ∀ k, 0 < N k) (hc : ∀ k b, 0 < c k b) (hsum : ∑ b, H b = ∑ k, N k)
    {f : κ → ℝ} (hmin : ∀ g, dualObjective H N c f ≤ dualObjective H N c g)
    {q : ι → ℝ} (hq : ∀ b, 0 < q b) :
    logLik H N c q ≤ logLik H N c (binWeight H N c f) := by
  have h1 := logLik_le hH hN hc hsum hq
  have h2 := hmin (freeEnergy c q)
  have h3 := le_logLik hH hN hc hsum f
  linarith

/-- The objective for the free energies attains a minimum `m`, and the maximum of the
log-likelihood over positive bin weights is attained and equals `∑ H ln H - m`. -/
theorem wham_duality [Nonempty ι] [Nonempty κ] (hH : ∀ b, 0 < H b) (hN : ∀ k, 0 < N k)
    (hc : ∀ k b, 0 < c k b) (hsum : ∑ b, H b = ∑ k, N k) :
    ∃ m : ℝ, IsLeast (Set.range (dualObjective H N c)) m ∧
      IsGreatest (logLik H N c '' {p | ∀ b, 0 < p b}) (∑ b, H b * Real.log (H b) - m) := by
  obtain ⟨p, hp, hmax⟩ := exists_maximizer hH hN hc hsum
  -- the two one-sided bounds meet at the maximizer
  have heq : logLik H N c p
      = ∑ b, H b * Real.log (H b) - dualObjective H N c (freeEnergy c p) :=
    le_antisymm (logLik_le hH hN hc hsum hp)
      ((le_logLik hH hN hc hsum _).trans
        (hmax _ fun b => div_pos (hH b) (mixture_pos hN hc _ b)))
  refine ⟨dualObjective H N c (freeEnergy c p), ⟨⟨_, rfl⟩, ?_⟩, ⟨p, hp, heq⟩, ?_⟩
  · rintro _ ⟨g, rfl⟩
    exact freeEnergy_minimizes hH hN hc hsum hp hmax g
  · rintro _ ⟨q, hq, rfl⟩
    exact (hmax q hq).trans heq.le

end

end WhamDuality
```

```lean
#print axioms WhamDuality.freeEnergy_minimizes
-- 'WhamDuality.freeEnergy_minimizes' depends on axioms: [propext, Classical.choice, Quot.sound]
#print axioms WhamDuality.binWeight_maximizes
-- 'WhamDuality.binWeight_maximizes' depends on axioms: [propext, Classical.choice, Quot.sound]
#print axioms WhamDuality.wham_duality
-- 'WhamDuality.wham_duality' depends on axioms: [propext, Classical.choice, Quot.sound]
```

## How the proof follows the derivation

`sum_mul_log_nonpos` is the weighted logarithm inequality, `sum_exchange` is (2), and `logLik_eq` is (1). In `logLik_le` and `le_logLik`, `simp only` removes the logarithmic sum whose arguments are all one, and `linarith` combines the identity with the sign of the other sum.

`logLik_scale` proves the scale invariance. `exists_maximizer` applies compactness to `likelihood`, the product form, because Lean sets `Real.log 0` to zero and `logLik` would therefore be wrong on the boundary. `likelihood_eq_exp` connects the two forms for positive weights, and monotonicity of the exponential returns the inequality to $L$.

`freeEnergy_minimizes` is the displayed chain, closed by `linarith`. `binWeight_maximizes` goes the other way: it turns any minimizing $f$ into maximizing weights. In `wham_duality`, `le_antisymm` joins the two bounds at the maximizer.

The same argument also leads to the WHAM equations, by a short step left to the reader rather than to the file. At a maximizer $p$ with $f_k=-\ln Z_k(p)$, the first bound is an equality. Since $\ln x<x-1$ for positive $x\ne1$, every $p_bD_b(f)/H_b$ must equal one, which is $p_b=H_b/D_b(f)$.
